# The mean square root of the idempotency error falls at least as fast as (√3/2)ⁿ under n random SP2 steps

In SP2 purification an occupation number x is driven towards 0 or 1 by steps that send it to x² or to 2x − x². The theorem `mean_sqrt_error_le` takes a single occupation in [0,1] and averages over all 2ⁿ sequences of n such steps with equal weight, so the steps are not chosen to correct a trace. It states that the mean of √(y(1 − y)), where y is the occupation after the n steps, is at most (√3/2)ⁿ √(x(1 − x)). The proof is by induction on n: it splits the average according to the first step, applies the induction hypothesis to x² and to 2x − x², and combines the two bounds with the one-step estimate `sqrt_error_one_step`.

The first attempt, which Lean rejects:

```lean
import Mathlib

open Finset

namespace MeanSqrtErrorLe

noncomputable section

/-- One SP2 step on an occupation number: `true` squares it, `false` sends `t` to `2t - t²`. -/
def step : Bool → ℝ → ℝ
  | true, t => t ^ 2
  | false, t => 2 * t - t ^ 2

/-- The occupation obtained from `x` by applying the `n` steps of a word in order. -/
def purify : (n : ℕ) → (Fin n → Bool) → ℝ → ℝ
  | 0, _, x => x
  | n + 1, w, x => purify n (fun i => w i.succ) (step (w 0) x)

/-- The idempotency error `x(1 - x)` of an occupation number. -/
def idemErr (x : ℝ) : ℝ := x * (1 - x)

/-- The average of a quantity over all `2^n` words of `n` steps. -/
def wordMean (n : ℕ) (f : (Fin n → Bool) → ℝ) : ℝ := (∑ w, f w) / 2 ^ n

/-- Every word of SP2 steps keeps an occupation from `[0,1]` in `[0,1]`. -/
theorem purify_mem (n : ℕ) : ∀ (w : Fin n → Bool) {x : ℝ}, x ∈ Set.Icc (0 : ℝ) 1 →
    purify n w x ∈ Set.Icc (0 : ℝ) 1 := by
  induction n with
  | zero => intro w x hx; exact hx
  | succ n ih =>
    intro w x hx
    have hstep : ∀ b, step b x ∈ Set.Icc (0 : ℝ) 1 := by
      obtain ⟨h0, h1⟩ := hx
      intro b
      cases b
      · simp only [step]
        constructor <;> nlinarith [sq_nonneg (1 - x), mul_nonneg h0 (sub_nonneg.2 h1)]
      · simp only [step]
        constructor <;> nlinarith [sq_nonneg x, mul_nonneg h0 (sub_nonneg.2 h1)]
    exact ih _ (hstep _)

/-- The average over words of `n + 1` steps is the mean of the two averages over words of
`n` steps that start from `x²` and from `2x - x²`. -/
theorem mean_purify_succ (n : ℕ) (x : ℝ) (g : ℝ → ℝ) :
    wordMean (n + 1) (fun w => g (purify (n + 1) w x)) =
      (wordMean n (fun w => g (purify n w (x ^ 2))) +
        wordMean n (fun w => g (purify n w (2 * x - x ^ 2)))) / 2 := by
  -- split the sum over words according to the first letter
  have h : ∑ w : Fin (n + 1) → Bool, g (purify (n + 1) w x) =
      ∑ w : Fin n → Bool, g (purify n w (x ^ 2)) +
        ∑ w : Fin n → Bool, g (purify n w (2 * x - x ^ 2)) := by
    refine ((Fin.consEquiv (fun _ : Fin (n + 1) => Bool)).sum_comp
      (fun w => g (purify (n + 1) w x))).symm.trans ?_
    rw [Fintype.sum_prod_type, Fintype.sum_bool]
    rfl
  unfold wordMean
  rw [h, pow_succ]
  ring

/-- For an occupation in `[0,1]`, one random step shrinks the square root of the
idempotency error in the mean by at least the factor `√3/2`. -/
theorem sqrt_error_one_step {x : ℝ} (hx : x ∈ Set.Icc (0 : ℝ) 1) :
    (√(idemErr (x ^ 2)) + √(idemErr (2 * x - x ^ 2))) / 2 ≤ √3 / 2 * √(idemErr x) := by
  obtain ⟨h0, h1⟩ := hx
  have hg : 0 ≤ x * (1 - x) := mul_nonneg h0 (sub_nonneg.2 h1)
  have ha : 0 ≤ x * (1 + x) := mul_nonneg h0 (by linarith)
  have hb : 0 ≤ (2 - x) * (1 - x) := mul_nonneg (by linarith) (by linarith)
  -- each step multiplies the error by an explicit factor
  have e1 : idemErr (x ^ 2) = x * (1 + x) * idemErr x := by unfold idemErr; ring
  have e2 : idemErr (2 * x - x ^ 2) = (2 - x) * (1 - x) * idemErr x := by
    unfold idemErr; ring
  have hab : √(x * (1 + x)) * √((2 - x) * (1 - x)) ≤ 1 / 2 + x * (1 - x) := by
    rw [← Real.sqrt_mul ha]
    refine Real.sqrt_le_iff.2 ⟨by linarith, ?_⟩
    nlinarith [sq_nonneg (x - 1 / 2)]
  have hs : √(x * (1 + x)) + √((2 - x) * (1 - x)) ≤ √3 := by
    apply Real.le_sqrt_of_sq_le
    nlinarith [Real.sq_sqrt ha, Real.sq_sqrt hb]
  rw [e1, e2, Real.sqrt_mul ha, Real.sqrt_mul hb]
  have h := mul_le_mul_of_nonneg_right hs (Real.sqrt_nonneg (idemErr x))
  linarith

/-- For an occupation in `[0,1]`, the mean square root of the idempotency error after `n`
random steps is at most `(√3/2)^n` times its initial value. -/
theorem mean_sqrt_error_le (n : ℕ) {x : ℝ} (hx : x ∈ Set.Icc (0 : ℝ) 1) :
    wordMean n (fun w => √(idemErr (purify n w x))) ≤ (√3 / 2) ^ n * √(idemErr x) := by
  induction n generalizing x with
  | zero => simp [wordMean, purify]
  | succ n ih =>
    have e : wordMean (n + 1) (fun w => √(idemErr (purify (n + 1) w x))) =
        (wordMean n (fun w => √(idemErr (purify n w (x ^ 2)))) +
          wordMean n (fun w => √(idemErr (purify n w (2 * x - x ^ 2))))) / 2 :=
      mean_purify_succ n x (fun y => √(idemErr y))
    have h1 := ih (x := x ^ 2) (purify_mem 1 (fun _ => true) hx)
    have h2 := ih (x := 2 * x - x ^ 2) (purify_mem 1 (fun _ => false) hx)
    have hp : 0 ≤ (√3 / 2) ^ n := by positivity
    have h3 := mul_le_mul_of_nonneg_left (sqrt_error_one_step hx) hp
    rw [e, pow_succ]
    generalize (√3 / 2) ^ n = p at h1 h2 h3 ⊢
    linarith

end

end MeanSqrtErrorLe
```

Compiling this gives:

```
Main.lean:100:4: error: linarith failed to find a contradiction
case succ
n : ℕ
ih : ∀ {x : ℝ}, x ∈ Set.Icc 0 1 → (wordMean n fun w => √(idemErr (purify n w x))) ≤ (√3 / 2) ^ n * √(idemErr x)
x : ℝ
hx : x ∈ Set.Icc 0 1
e :
  (wordMean (n + 1) fun w => √(idemErr (purify (n + 1) w x))) =
    ((wordMean n fun w => √(idemErr (purify n w (x ^ 2)))) +
        wordMean n fun w => √(idemErr (purify n w (2 * x - x ^ 2)))) /
      2
hp : 0 ≤ (√3 / 2) ^ n
p : ℝ
h1 : (wordMean n fun w => √(idemErr (purify n w (x ^ 2)))) ≤ p * √(idemErr (x ^ 2))
h2 : (wordMean n fun w => √(idemErr (purify n w (2 * x - x ^ 2)))) ≤ p * √(idemErr (2 * x - x ^ 2))
h3 : p * ((√(idemErr (x ^ 2)) + √(idemErr (2 * x - x ^ 2))) / 2) ≤ p * (√3 / 2 * √(idemErr x))
a✝ :
  (√3 / 2) ^ (n + 1) * √(idemErr x) <
    ((wordMean n fun w => √(idemErr (purify n w (x ^ 1 * x)))) +
        wordMean n fun w => √(idemErr (purify n w (2 * x - x ^ 1 * x)))) /
      2
⊢ False
failed
```

The error is reported at `linarith`, but the fault lies in the `rw` before it. Given no arguments, `pow_succ` may rewrite any power whose exponent can be read as a successor. The negated goal `a✝` shows that it took `x ^ 2` and turned it into `x ^ 1 * x` throughout, while `(√3 / 2) ^ (n + 1)` stayed as it was.

This hurts twice. The averages in the goal no longer match those in `h1` and `h2`, since `linarith` treats each `wordMean` term as an atom and does not simplify the powers inside it. And the goal contains no `(√3 / 2) ^ n` for `generalize` to replace, so `p` appears in the hypotheses but not in the goal.

The repair, `pow_succ (√3 / 2) n`, names the base and exponent. Only the intended power is then rewritten, to `(√3 / 2) ^ n * (√3 / 2)`, and `x ^ 2` is left alone. `generalize` now puts `p` into the goal as well, and `linarith` can conclude from `h1`, `h2` and `h3`.

The change, after which it compiles:

```diff
@@ -96,5 +96,5 @@
     have hp : 0 ≤ (√3 / 2) ^ n := by positivity
     have h3 := mul_le_mul_of_nonneg_left (sqrt_error_one_step hx) hp
-    rw [e, pow_succ]
+    rw [e, pow_succ (√3 / 2) n]
     generalize (√3 / 2) ^ n = p at h1 h2 h3 ⊢
     linarith
```
